# A positive semidefinite one-matrix of rank at least 3 is idempotent if its mean-field two-matrix satisfies D0² = 2 D0

In a single Slater determinant each natural orbital is either filled or empty, so the one-matrix g is a projector. The two-matrix is then the antisymmetrised product D0 of g with itself, and D0/2 projects onto antisymmetric pairs of occupied orbitals, which gives D0² = 2 D0. Suppose that only this pair relation is known. Does it show that the occupations are those of a determinant?

The orbitals (spin orbitals for electrons) are labelled by a finite set `n`, and g is a complex matrix over it.

```lean
import Mathlib

open scoped ComplexOrder

namespace MeanFieldTwoMatrix

variable {n : Type*} [Fintype n]
```

The two-matrix is indexed by ordered pairs, the elements of `n × n`, and carries no prefactor 1/2:

D0(ij,kl) = g(i,k) g(j,l) − g(i,l) g(j,k).

In Lean it is `pairMatrix g`; below, D0(A) is the same construction for any matrix A. Neither the trace of g, which is the electron number, nor an upper bound on the occupations is prescribed. Since D0(g) is computed from g alone, the results hold whether or not it is the two-matrix of the state. For a correlated state the two generally differ by a cumulant, and the pair relation is then a condition on D0(g), not on the true two-matrix.

```lean
/-- The mean-field two-matrix of a one-matrix `g`:
`D0(ij,kl) = g(i,k) g(j,l) - g(i,l) g(j,k)`. -/
def pairMatrix (g : Matrix n n ℂ) : Matrix (n × n) (n × n) ℂ :=
  Matrix.of fun p q => g p.1 q.1 * g p.2 q.2 - g p.1 q.2 * g p.2 q.1
```

## (a) Multiplying two mean-field two-matrices

For any g and h, show that

D0(g) D0(h) = 2 D0(gh).

**Solution.** The (ij,kl) entry of the product is

Σ_ab [g(i,a)g(j,b) − g(i,b)g(j,a)] [h(a,k)h(b,l) − h(a,l)h(b,k)].

Each of the four terms factorises into two matrix products. The direct–direct and exchange–exchange terms each give (gh)(i,k)(gh)(j,l). The two mixed terms each give −(gh)(i,l)(gh)(j,k). The sum is 2 D0(gh)(ij,kl). In the proof, `expand` lists the four sums and `key` factorises them.

```lean
/-- The product of two mean-field two-matrices is twice the mean-field two-matrix
of the product of the one-matrices. -/
theorem pairMatrix_mul (g h : Matrix n n ℂ) :
    pairMatrix g * pairMatrix h = (2 : ℂ) • pairMatrix (g * h) := by
  have key : ∀ i j k l, ∑ a, ∑ b, g i a * g j b * (h a k * h b l)
      = (g * h) i k * (g * h) j l := by
    intro i j k l
    rw [Matrix.mul_apply, Matrix.mul_apply, Finset.sum_mul_sum]
    exact Finset.sum_congr rfl fun a _ => Finset.sum_congr rfl fun b _ => by ring
  ext ⟨i, j⟩ ⟨k, l⟩
  -- two direct and two exchange contributions
  have expand : (pairMatrix g * pairMatrix h) (i, j) (k, l)
      = ∑ a, ∑ b, g i a * g j b * (h a k * h b l)
        - ∑ a, ∑ b, g i a * g j b * (h a l * h b k)
        - ∑ a, ∑ b, g j a * g i b * (h a k * h b l)
        + ∑ a, ∑ b, g j a * g i b * (h a l * h b k) := by
    rw [Matrix.mul_apply, Fintype.sum_prod_type]
    simp only [← Finset.sum_sub_distrib, ← Finset.sum_add_distrib]
    refine Finset.sum_congr rfl fun a _ => Finset.sum_congr rfl fun b _ => ?_
    simp only [pairMatrix, Matrix.of_apply]
    ring
  rw [expand, key i j k l, key i j l k, key j i k l, key j i l k]
  simp only [Matrix.smul_apply, pairMatrix, Matrix.of_apply, smul_eq_mul]
  ring
```

## (b) The pair relation as a statement about g²

Show that D0(g)² = 2 D0(g) is equivalent to

D0(g²) = D0(g).

**Solution.** By (a) with h = g, the left side of the relation is 2 D0(g²). Dividing by 2 gives one direction, multiplying by 2 the other.

```lean
/-- The relation `D0² = 2 D0` says exactly that `g²` and `g` have the same
mean-field two-matrix. -/
theorem sq_eq_two_smul_iff (g : Matrix n n ℂ) :
    pairMatrix g * pairMatrix g = (2 : ℂ) • pairMatrix g ↔
      pairMatrix (g * g) = pairMatrix g := by
  rw [pairMatrix_mul]
  constructor
  · intro h
    ext p q
    have hpq := congrFun (congrFun h p) q
    simp only [Matrix.smul_apply, smul_eq_mul] at hpq
    linear_combination hpq / 2
  · intro h
    rw [h]
```

## (c) Natural orbitals

For Hermitian g with eigenvalues w_i, find a unitary U such that

g = U diag(w) U†.

**Solution.** Take orthonormal eigenvectors of g as the columns of U. Then gU = U diag(w), and multiplying by U† on the right gives the claim. The columns of U are the natural orbitals and the w_i their occupation numbers, `hg.eigenvalues` in Lean; `star U` is U†. The proof takes this decomposition from Mathlib's spectral theorem.

```lean
variable [DecidableEq n]

/-- A Hermitian one-matrix is diagonal in its natural orbitals, with its eigenvalues
on the diagonal. -/
theorem natural_orbitals {g : Matrix n n ℂ} (hg : g.IsHermitian) :
    ∃ U : Matrix n n ℂ, star U * U = 1 ∧ U * star U = 1 ∧
      g = U * Matrix.diagonal (fun i => (hg.eigenvalues i : ℂ)) * star U := by
  refine ⟨hg.eigenvectorUnitary,
    Matrix.mem_unitaryGroup_iff'.1 hg.eigenvectorUnitary.2,
    Matrix.mem_unitaryGroup_iff.1 hg.eigenvectorUnitary.2, ?_⟩
  have h := hg.spectral_theorem
  rw [Unitary.conjStarAlgAut_apply] at h
  exact h
```

## (d) Products of two occupations

Let g be Hermitian with D0(g)² = 2 D0(g). Show that for i ≠ j

(w_i w_j)² = w_i w_j.

**Solution.** Write D = diag(w), so that U†gU = D and U†g²U = D². Applying (a) twice gives, for every A,

D0(U†) D0(A) D0(U) = 4 D0(U†AU).

By (b) the left side is the same for A = g² and A = g, hence D0(D²) = D0(D). In the (ij,ij) entry the exchange term vanishes because D is diagonal, leaving w_i² w_j² = w_i w_j. The identities for D and D² are `e1` and `e2`, the change of orbitals is `conj`, and the chosen entry is `hent`.

```lean
/-- If `g` is Hermitian and `D0² = 2 D0`, the product `x` of the occupation numbers of
two different natural orbitals satisfies `x² = x`. -/
theorem occupation_product {g : Matrix n n ℂ} (hg : g.IsHermitian)
    (h : pairMatrix g * pairMatrix g = (2 : ℂ) • pairMatrix g) (i j : n) (hij : i ≠ j) :
    (hg.eigenvalues i * hg.eigenvalues j) ^ 2 = hg.eigenvalues i * hg.eigenvalues j := by
  rw [sq_eq_two_smul_iff] at h
  obtain ⟨U, hU, hU', hd⟩ := natural_orbitals hg
  obtain ⟨D, hD⟩ : ∃ D, D = Matrix.diagonal (fun i => (hg.eigenvalues i : ℂ)) := ⟨_, rfl⟩
  rw [← hD] at hd
  have e1 : star U * g * U = D := by
    calc star U * g * U = star U * (U * D * star U) * U := by rw [← hd]
      _ = (star U * U) * D * (star U * U) := by simp only [mul_assoc]
      _ = D := by rw [hU, one_mul, mul_one]
  have e2 : star U * (g * g) * U = D * D := by
    calc star U * (g * g) * U = star U * g * 1 * g * U := by
          simp only [mul_assoc, one_mul]
      _ = (star U * g * U) * (star U * g * U) := by
          rw [← hU']; simp only [mul_assoc]
      _ = D * D := by rw [e1]
  -- the two-matrix follows the change of orbitals
  have conj : ∀ A, pairMatrix (star U) * pairMatrix A * pairMatrix U
      = ((2 : ℂ) * 2) • pairMatrix (star U * A * U) := by
    intro A
    rw [pairMatrix_mul, smul_mul_assoc, pairMatrix_mul, smul_smul]
  have hp : ((2 : ℂ) * 2) • pairMatrix (D * D) = ((2 : ℂ) * 2) • pairMatrix D := by
    rw [← e2, ← conj (g * g), h, conj g, e1]
  have hent := congrFun (congrFun hp (i, j)) (i, j)
  rw [hD, Matrix.diagonal_mul_diagonal] at hent
  simp only [Matrix.smul_apply, pairMatrix, Matrix.of_apply, Matrix.diagonal_apply_eq,
    Matrix.diagonal_apply_ne _ hij, smul_eq_mul, zero_mul, sub_zero] at hent
  apply Complex.ofReal_injective
  push_cast
  linear_combination hent / 4
```

## (e) Three nonzero occupations

Let w be a real family with at least three nonzero members, in which every product x of two different members satisfies x² = x. Show that there is one s, equal to 1 or −1, with

w_i² = s w_i for all i.

**Solution.** A nonzero x with x² = x equals 1. For three nonzero members w_a, w_b, w_c this gives

w_a² = w_a² (w_b w_c) = (w_a w_b)(w_a w_c) = 1.

Set s = w_a. For any other nonzero w_i we have w_i w_a = 1, so

w_i² = w_i² w_a² = (w_i w_a)(w_i w_a) = w_i w_a = s w_i.

For i = a and for w_i = 0 the equation is immediate. In the proof, `one` shows that the product of two nonzero members with different indices is 1, and the last two calls to `linear_combination` encode the two chains.

```lean
omit [DecidableEq n] in
/-- If at least three real numbers of a family are nonzero and every product `x` of two
different members satisfies `x² = x`, all nonzero members equal one common sign. -/
theorem common_sign (w : n → ℝ) (h3 : 3 ≤ Fintype.card {i // w i ≠ 0})
    (h : ∀ i j, i ≠ j → (w i * w j) ^ 2 = w i * w j) :
    ∃ s : ℝ, (s = 1 ∨ s = -1) ∧ ∀ i, w i ^ 2 = s * w i := by
  obtain ⟨⟨a, ha⟩, ⟨b, hb⟩, ⟨c, hc⟩, hab, hac, hbc⟩ := Fintype.two_lt_card_iff.1 h3
  have one : ∀ i j, i ≠ j → w i ≠ 0 → w j ≠ 0 → w i * w j = 1 := fun i j hij hi hj =>
    mul_left_cancel₀ (mul_ne_zero hi hj) (by linear_combination h i j hij)
  have pab := one a b (fun e => hab (Subtype.ext e)) ha hb
  have pac := one a c (fun e => hac (Subtype.ext e)) ha hc
  have pbc := one b c (fun e => hbc (Subtype.ext e)) hb hc
  -- three pairwise products equal to one fix the square
  have sq : w a * w a = 1 := by
    linear_combination (-(w a * w a)) * pbc + (w a * w c) * pab + pac
  refine ⟨w a, mul_self_eq_one_iff.1 sq, fun i => ?_⟩
  by_cases hi : w i = 0
  · simp [hi]
  by_cases hia : i = a
  · rw [hia]; ring
  · have p := one i a hia hi ha
    linear_combination (-(w i ^ 2)) * sq + (w i * w a) * p
```

## (f) Returning to the original orbitals

Let g be Hermitian with w_i² = s w_i for all i and one real s. Show that

g² = s g.

**Solution.** The assumption says D² = s D. Since U†U = 1,

g² = U D U†U D U† = U D² U† = s U D U† = s g.

The final `calc` block is this line.

```lean
/-- If every occupation number `w` of a Hermitian `g` satisfies `w² = s w`,
then `g² = s g`. -/
theorem sq_of_occupations {g : Matrix n n ℂ} (hg : g.IsHermitian) (s : ℝ)
    (h : ∀ i, hg.eigenvalues i ^ 2 = s * hg.eigenvalues i) : g * g = (s : ℂ) • g := by
  obtain ⟨U, hU, -, hd⟩ := natural_orbitals hg
  obtain ⟨D, hD⟩ : ∃ D, D = Matrix.diagonal (fun i => (hg.eigenvalues i : ℂ)) := ⟨_, rfl⟩
  rw [← hD] at hd
  have hDD : D * D = (s : ℂ) • D := by
    rw [hD, Matrix.diagonal_mul_diagonal, ← Matrix.diagonal_smul]
    refine congrArg Matrix.diagonal (funext fun i => ?_)
    have hi := congrArg (fun x : ℝ => (x : ℂ)) (h i)
    push_cast at hi
    simp only [Pi.smul_apply, smul_eq_mul]
    linear_combination hi
  calc g * g = (U * D * star U) * (U * D * star U) := by rw [← hd]
    _ = U * D * (star U * U) * D * star U := by simp only [mul_assoc]
    _ = U * (D * D) * star U := by rw [hU, mul_one]; simp only [mul_assoc]
    _ = (s : ℂ) • (U * D * star U) := by rw [hDD, mul_smul_comm, smul_mul_assoc]
    _ = (s : ℂ) • g := by rw [← hd]
```

## (g) Hermitian one-matrices

Let g be Hermitian of rank at least 3 with D0(g)² = 2 D0(g). Show that

g² = g or g² = −g.

**Solution.** The rank counts the nonzero eigenvalues, so (d) supplies the hypotheses of (e), and (f) finishes with s = 1 or s = −1. The negative sign does occur: minus the identity on three orbitals has the same D0 as the identity.

```lean
/-- For a Hermitian `g` of rank at least 3, `D0² = 2 D0` forces `g² = g` or `g² = -g`. -/
theorem hermitian_idempotent_up_to_sign {g : Matrix n n ℂ} (hg : g.IsHermitian)
    (hr : 3 ≤ g.rank) (h : pairMatrix g * pairMatrix g = (2 : ℂ) • pairMatrix g) :
    g * g = g ∨ g * g = -g := by
  rw [hg.rank_eq_card_non_zero_eigs] at hr
  obtain ⟨s, hs, hw⟩ := common_sign hg.eigenvalues (by convert hr) (occupation_product hg h)
  have hsq := sq_of_occupations hg s hw
  rcases hs with rfl | rfl
  · left; simpa using hsq
  · right; simpa using hsq
```

## (h) Nonnegative occupations

Now let g be positive semidefinite, again of rank at least 3 and with D0(g)² = 2 D0(g). Show that

g² = g.

**Solution.** All w_i ≥ 0. If s = −1, then w_i² = −w_i forces w_i = 0, which also satisfies w_i² = w_i. So this equation holds for either sign, and (f) applies with s = 1. The hypothesis `g.PosSemidef` already includes that g is Hermitian.

```lean
/-- For a positive semidefinite `g` of rank at least 3, `D0² = 2 D0` forces `g² = g`. -/
theorem idempotent_of_pairMatrix {g : Matrix n n ℂ} (hg : g.PosSemidef)
    (hr : 3 ≤ g.rank) (h : pairMatrix g * pairMatrix g = (2 : ℂ) • pairMatrix g) :
    g * g = g := by
  have hH := hg.isHermitian
  rw [hH.rank_eq_card_non_zero_eigs] at hr
  obtain ⟨s, hs, hw⟩ := common_sign hH.eigenvalues (by convert hr) (occupation_product hH h)
  have hsq := sq_of_occupations hH 1 fun i => by
    rcases hs with rfl | rfl
    · exact hw i
    · -- a nonnegative occupation with `w² = -w` vanishes
      have h0 : 0 ≤ hH.eigenvalues i := hg.eigenvalues_nonneg i
      have hi := hw i
      have hz : hH.eigenvalues i = 0 := by nlinarith [sq_nonneg (hH.eigenvalues i)]
      rw [hz]; norm_num
  simpa using hsq
```

## (i) Two orbitals

For an arbitrary complex 2×2 matrix g, show that D0(g)² = 2 D0(g) holds exactly when

det g = 0 or det g = 1.

**Solution.** Every entry of D0(g) is 0 or ±det g, and with orbitals labelled 0 and 1 the (01,01) entry is det g itself. Hence D0(g²) = D0(g) means (det g)² = det g. In the converse direction, `all` runs through the entries.

```lean
/-- For two orbitals, `D0² = 2 D0` holds exactly when the determinant of `g` is 0 or 1. -/
theorem two_orbitals_iff (g : Matrix (Fin 2) (Fin 2) ℂ) :
    pairMatrix g * pairMatrix g = (2 : ℂ) • pairMatrix g ↔ g.det = 0 ∨ g.det = 1 := by
  rw [sq_eq_two_smul_iff]
  constructor
  · intro h
    have hent : (g * g).det = g.det := by
      have h01 := congrFun (congrFun h (0, 1)) (0, 1)
      rw [Matrix.det_fin_two, Matrix.det_fin_two]
      simpa only [pairMatrix, Matrix.of_apply] using h01
    rw [Matrix.det_mul] at hent
    have hz : g.det * (g.det - 1) = 0 := by linear_combination hent
    exact (mul_eq_zero.1 hz).imp_right sub_eq_zero.1
  · intro h
    have hd : (g * g).det = g.det := by
      rw [Matrix.det_mul]
      rcases h with h | h <;> simp [h]
    rw [Matrix.det_fin_two, Matrix.det_fin_two] at hd
    generalize g * g = m at hd ⊢
    -- every entry is zero or the determinant up to sign
    have all : ∀ i j k l : Fin 2,
        m i k * m j l - m i l * m j k = g i k * g j l - g i l * g j k := by
      simp only [Fin.forall_fin_two]
      repeat' apply And.intro
      all_goals first
        | linear_combination hd
        | linear_combination (-1 : ℂ) * hd
        | ring
    ext ⟨i, j⟩ ⟨k, l⟩
    exact all i j k l
```

## (j) An exception at rank 2

Show that g = diag(2, 1/2) is positive semidefinite of rank 2 and satisfies D0(g)² = 2 D0(g), although

g² ≠ g.

**Solution.** Both eigenvalues are positive and det g = 1, so (i) gives the relation, while g² = diag(4, 1/4). The bound 3 in (h) therefore can't be lowered to 2. The occupation 2 violates the Pauli bound; if all occupations lie between 0 and 1, a product equal to 1 forces both factors to be 1, and this exception disappears.

The smallest case behaves differently. For a single orbital with occupation w, the only entry of D0 is w·w − w·w = 0, so the relation holds for every w, including w = 1/2.

```lean
/-- The rank condition is needed: `diag(2, 1/2)` is positive semidefinite of rank 2 and
satisfies `D0² = 2 D0`, but is not idempotent. -/
theorem rank_condition_needed :
    let g : Matrix (Fin 2) (Fin 2) ℂ := Matrix.diagonal ![2, 1 / 2]
    g.PosSemidef ∧ g.rank = 2 ∧
      pairMatrix g * pairMatrix g = (2 : ℂ) • pairMatrix g ∧ g * g ≠ g := by
  intro g
  have hdet : g.det = 1 := by simp [g, Matrix.det_diagonal, Fin.prod_univ_two]
  refine ⟨?_, ?_, (two_orbitals_iff g).2 (Or.inr hdet), ?_⟩
  · have h1 : (0 : ℂ) ≤ ((2 : ℝ) : ℂ) := Complex.zero_le_real.2 (by norm_num)
    have h2 : (0 : ℂ) ≤ ((1 / 2 : ℝ) : ℂ) := Complex.zero_le_real.2 (by norm_num)
    push_cast at h1 h2
    exact Matrix.posSemidef_diagonal_iff.2 (Fin.forall_fin_two.2 ⟨h1, h2⟩)
  · have hu : IsUnit g := (Matrix.isUnit_iff_isUnit_det g).2 (by rw [hdet]; exact isUnit_one)
    simpa using Matrix.rank_of_isUnit g hu
  · intro h
    have h00 := congrFun (congrFun h 0) 0
    norm_num [g, Matrix.diagonal_mul_diagonal] at h00

end MeanFieldTwoMatrix
```

```lean
#print axioms MeanFieldTwoMatrix.hermitian_idempotent_up_to_sign
#print axioms MeanFieldTwoMatrix.idempotent_of_pairMatrix
#print axioms MeanFieldTwoMatrix.rank_condition_needed
```

```
'MeanFieldTwoMatrix.hermitian_idempotent_up_to_sign' depends on axioms: [propext, Classical.choice, Quot.sound]
'MeanFieldTwoMatrix.idempotent_of_pairMatrix' depends on axioms: [propext, Classical.choice, Quot.sound]
'MeanFieldTwoMatrix.rank_condition_needed' depends on axioms: [propext, Classical.choice, Quot.sound]
```
